# Spectrum of the S^z = 1/2 block of the five-site Heisenberg ring

When the Hamiltonian of a spin cluster commutes with the total spin (isotropic exchange, no field), every level has a member in a sector of smallest |S^z|, so an exact diagonalisation can be restricted to that sector to find the lowest level and its degeneracy within the sector. The degeneracy decides whether one eigenvector from an iterative solver describes the level or several must be kept. For five spins 1/2 on a ring with equal antiferromagnetic nearest-neighbour exchange, the sector S^z = 1/2 has ten states, its spectrum is closed-form, and its lowest level is twofold, which gives an exact reference value for such a calculation on this one finite model.

```lean
import Mathlib

open Matrix

namespace HeisenbergPentagon
```

## The model

Sites are k = 0, …, 4, counted modulo 5. A configuration s assigns 0 (up) or 1 (down) to each site, giving 32 states. `Idx` holds labels (d, p) with d ∈ {0, 1} and p a site.

```lean
/-- Spin configurations of five sites; `0` is up, `1` is down. -/
abbrev Config := Fin 5 → Fin 2

/-- Labels of the ten states with two down spins. -/
abbrev Idx := Fin 2 × Fin 5
```

With ħ = 1 the one-site operators are S^z = diag(1/2, −1/2), S⁺ taking down to up, and S⁻ taking up to down.

```lean
/-- Spin-1/2 operator S^z. -/
def sz : Matrix (Fin 2) (Fin 2) ℚ := !![1/2, 0; 0, -1/2]

/-- Spin-1/2 raising operator. -/
def sp : Matrix (Fin 2) (Fin 2) ℚ := !![0, 1; 0, 0]

/-- Spin-1/2 lowering operator. -/
def sm : Matrix (Fin 2) (Fin 2) ℚ := !![0, 0; 1, 0]
```

A tensor product of one-site matrices A₀, …, A₄ has elements

⟨s| A₀ ⊗ … ⊗ A₄ |t⟩ = Πₖ ⟨sₖ|Aₖ|tₖ⟩.

`total A` sums A over the sites, and `bond i A B` places A on site i and B on site i + 1.

```lean
/-- Tensor product of five one-site operators. -/
def tensor (A : Fin 5 → Matrix (Fin 2) (Fin 2) ℚ) : Matrix Config Config ℚ :=
  of fun s t => ∏ k, A k (s k) (t k)

/-- The sum over sites of the one-site operator `A`. -/
def total (A : Matrix (Fin 2) (Fin 2) ℚ) : Matrix Config Config ℚ :=
  ∑ i, tensor fun k => if k = i then A else 1

/-- `A` on site `i`, `B` on the next site of the ring, identity elsewhere. -/
def bond (i : Fin 5) (A B : Matrix (Fin 2) (Fin 2) ℚ) : Matrix Config Config ℚ :=
  tensor fun k => if k = i then A else if k = i + 1 then B else 1
```

The coupling is antiferromagnetic, J = 1, with no field and no anisotropy. The transverse part is defined through the ladder operators, which keeps all elements rational:

H = Σᵢ Sᵢ·Sᵢ₊₁ = Σᵢ [ S^zᵢ S^zᵢ₊₁ + (S⁺ᵢ S⁻ᵢ₊₁ + S⁻ᵢ S⁺ᵢ₊₁)/2 ].

An odd ring is frustrated: no configuration has all five bonds antiparallel.

```lean
/-- Ring Hamiltonian with J = 1: the sum of S^z S^z + (S⁺S⁻ + S⁻S⁺)/2 over the five bonds. -/
def ringH : Matrix Config Config ℚ :=
  ∑ i, (bond i sz sz + (1/2 : ℚ) • (bond i sp sm + bond i sm sp))
```

## The sector

Total S^z = 1/2 means two down spins. State (0, p) has them at p and p + 1, state (1, p) at p and p + 2. `block` restricts `ringH` to these states.

```lean
/-- State `(d, p)` has its down spins at sites `p` and `p + d + 1`. -/
def basis (c : Idx) : Config :=
  fun k => if k = c.2 ∨ k = c.2 + (if c.1 = 0 then 1 else 2) then 1 else 0

/-- The 10×10 block of the Hamiltonian on the states `basis`. -/
def block : Matrix Idx Idx ℚ := ringH.submatrix basis basis
```

`sector` states that the ten states are distinct, that they are exactly the configurations whose diagonal element `total sz s s` equals 1/2, and that H applied to any of them has no component on other configurations. Each clause is a finite check in exact rational arithmetic, done by `decide +kernel`.

```lean
/-- The ten states are distinct, they are exactly the configurations with total S^z = 1/2,
and H has no matrix element from them to any other configuration. -/
theorem sector : Function.Injective basis ∧
    (∀ s, total sz s s = 1/2 ↔ ∃ c, basis c = s) ∧
    ∀ s, total sz s s ≠ 1/2 → ∀ c, ringH s (basis c) = 0 := by
  unfold Function.Injective
  refine ⟨?_, ?_, ?_⟩ <;> decide +kernel
```

A parallel bond contributes +1/4 to the diagonal, an antiparallel one −1/4 together with a spin exchange of amplitude 1/2. State (0, p) has two antiparallel bonds, so its diagonal element is (3 − 2)/4 = 1/4; state (1, p) has four, giving (1 − 4)/4 = −3/4. Listing the exchanges, for a vector ψ with amplitudes ψ(d, p),

(Hψ)(0, p) = ψ(0, p)/4 + [ψ(1, p) + ψ(1, p − 1)]/2

(Hψ)(1, p) = −3ψ(1, p)/4 + [ψ(0, p) + ψ(0, p + 1) + ψ(1, p + 2) + ψ(1, p + 3)]/2.

`block_eq` is this table, indexed by the two values of d and the position difference `c.2 - r.2`, checked on all 100 elements.

```lean
/-- The block elements depend only on the separations and on the position difference. -/
theorem block_eq : block = of fun r c : Idx =>
    (![![![1/4, 0, 0, 0, 0], ![1/2, 0, 0, 0, 1/2]],
      ![![1/2, 1/2, 0, 0, 0], ![-3/4, 0, 1/2, 1/2, 0]]] : Fin 2 → Fin 2 → Fin 5 → ℚ)
      r.1 c.1 (c.2 - r.2) := by
  refine Matrix.ext fun i j => sub_eq_zero.mp ?_
  revert i j
  decide +kernel
```

## Invariant pairs

Ten integer vectors, in pairs vⱼ, wⱼ with j = 0, …, 4, span planes that H maps into themselves. Column `(0, j)` of `modes` is vⱼ, column `(1, j)` is wⱼ, and each is written as the list ψ(0, ·) followed by ψ(1, ·). Substituting into the two rules gives

H v₀ = (5/4) v₀,  H w₀ = −(3/4) w₀

H vⱼ = wⱼ/4,  H wⱼ = (5/4) vⱼ  for j = 1, 2

H vⱼ = −(3/4) vⱼ + wⱼ/2,  H wⱼ = (5/2) vⱼ − (3/4) wⱼ  for j = 3, 4.

For example (H v₀)(0, p) = 1/4 + 1 = 5/4 and (H v₀)(1, p) = −3/4 + 2 = 5/4. The coefficients are the columns of the 2×2 matrices Bⱼ in `reduced`, which need not be symmetric because the vectors are not orthonormal.

```lean
/-- Ten integer vectors as columns; column `(i, k)` is member `i` of pair `k`. -/
def modes : Matrix Idx Idx ℚ := of fun r c =>
  (![![![![1, 1, 1, 1, 1], ![1, 1, 1, 1, 1]], ![![1, 1, 1, 1, 1], ![-1, -1, -1, -1, -1]]],
    ![![![1, 1, 0, -1, -1], ![0, 1, -1, 0, 0]], ![![1, 3, 0, -3, -1], ![2, -1, 1, -2, 0]]],
    ![![![1, -1, 0, -1, 1], ![2, -1, -1, 2, -2]], ![![1, 1, -4, 1, 1], ![-4, 1, 1, -4, 6]]],
    ![![![1, 0, 0, 0, -1], ![-1, -1, 1, 1, 0]], ![![1, -2, 0, 2, -1], ![3, 1, -1, -3, 0]]],
    ![![![0, 1, -2, 1, 0], ![0, 1, 1, 0, -2]], ![![-2, 3, -2, 3, -2], ![2, -3, -3, 2, 2]]]] :
    Fin 5 → Fin 2 → Fin 2 → Fin 5 → ℚ) c.2 c.1 r.1 r.2

/-- Five 2×2 matrices, one for each pair of columns of `modes`. -/
def reduced (K : Type) [Field K] : Fin 5 → Matrix (Fin 2) (Fin 2) K :=
  ![!![5/4, 0; 0, -3/4], !![0, 5/4; 1/4, 0], !![0, 5/4; 1/4, 0],
    !![-3/4, 5/2; 1/2, -3/4], !![-3/4, 5/2; 1/2, -3/4]]
```

Let P be the matrix of these columns. Different pairs are orthogonal (`h`), so PᵀP is block diagonal and (det P)² is the product of five 2×2 Gram determinants, none of which vanishes (`h2`). Hence det P ≠ 0.

```lean
/-- The matrix `modes` is nonsingular. -/
theorem modes_det : modes.det ≠ 0 := by
  -- different pairs are orthogonal, so the Gram matrix is block diagonal
  have h : modesᵀ * modes
      = blockDiagonal fun k => of fun i j => (modesᵀ * modes) (i, k) (j, k) := by
    refine Matrix.ext fun i j => sub_eq_zero.mp ?_
    revert i j
    decide +kernel
  have h2 : ∀ k : Fin 5, (modesᵀ * modes) (0, k) (0, k) * (modesᵀ * modes) (1, k) (1, k)
      - (modesᵀ * modes) (0, k) (1, k) * (modesᵀ * modes) (1, k) (0, k) ≠ 0 := by
    decide +kernel
  intro h0
  have h1 := congrArg det h
  rw [det_mul, det_transpose, h0, mul_zero, det_blockDiagonal] at h1
  obtain ⟨k, -, hk⟩ := Finset.prod_eq_zero_iff.mp h1.symm
  simp only [det_fin_two, of_apply] at hk
  exact h2 k hk

noncomputable section
```

The eigenvalues involve √5, so the matrices are carried over to the reals: `H` is the block and `raise` is the 32×10 matrix of total S⁺ acting on the sector. The definitions also fix E₀ = −3/4 − √5/2 ≈ −1.868 and gⱼ = √5 vⱼ − wⱼ.

```lean
/-- The S^z = 1/2 block as a real matrix. -/
def H : Matrix Idx Idx ℝ := block.map (Rat.castHom ℝ)

/-- The matrix `modes` as a real matrix. -/
def P : Matrix Idx Idx ℝ := modes.map (Rat.castHom ℝ)

/-- The total raising operator acting on the states `basis`, as a real matrix. -/
def raise : Matrix Config Idx ℝ := ((total sp).submatrix id basis).map (Rat.castHom ℝ)

/-- The energy -3/4 - √5/2. -/
def E0 : ℝ := -3/4 - √5/2

/-- The combination √5 v - w of the two columns v, w of pair `j`. -/
def ground (j : Fin 5) : Idx → ℝ := √5 • Pᵀ (0, j) - Pᵀ (1, j)
```

With B the block-diagonal matrix of the Bⱼ, the pair relations read HP = PB. `reduction` checks this over the rationals and transfers it, with det P ≠ 0, to the reals.

```lean
/-- The nonsingular matrix P brings the block to 2×2 block-diagonal form. -/
theorem reduction : H * P = P * blockDiagonal (reduced ℝ) ∧ P.det ≠ 0 := by
  have h : block * modes = modes * blockDiagonal (reduced ℚ) := by
    rw [block_eq]
    refine Matrix.ext ?_
    decide +kernel
  have hr : (fun k => (reduced ℚ k).map (Rat.castHom ℝ)) = reduced ℝ := by
    ext k i j
    fin_cases k <;> fin_cases i <;> fin_cases j <;> simp [reduced]
  have hd : P.det = Rat.castHom ℝ modes.det := (RingHom.map_det (Rat.castHom ℝ) modes).symm
  refine ⟨?_, by rw [hd]; simpa using modes_det⟩
  rw [← hr, ← blockDiagonal_map _ _ (map_zero _), H, P, ← Matrix.map_mul, ← Matrix.map_mul, h]
```

## The spectrum

For real x, (x − H)P = P(x − B). Taking determinants and cancelling det P gives det(x − H) = Πⱼ det(x − Bⱼ), where

det(x − B₀) = (x − 5/4)(x + 3/4)

det(x − B₁) = det(x − B₂) = x² − 5/16 = (x − √5/4)(x + √5/4)

det(x − B₃) = det(x − B₄) = (x + 3/4)² − 5/4 = (x + 3/4 − √5/2)(x + 3/4 + √5/2).

In the proof `hm` is the first identity, `d` lists the expanded quadratics, and `e1`, `e2` factor them with (√5)² = 5. The multiplicities in `secular_det` are those of roots of the determinant.

```lean
/-- Secular determinant of the S^z = 1/2 block: simple roots 5/4 and -3/4, double roots
±√5/4 and -3/4 ± √5/2. -/
theorem secular_det (x : ℝ) : (x • (1 : Matrix Idx Idx ℝ) - H).det =
    (x - 5/4) * (x - -3/4) * (x - √5/4) ^ 2 * (x - -√5/4) ^ 2
      * (x - (-3/4 + √5/2)) ^ 2 * (x - (-3/4 - √5/2)) ^ 2 := by
  have hs : √5 ^ 2 = 5 := Real.sq_sqrt (by norm_num)
  have hb : (blockDiagonal fun k => x • (1 : Matrix (Fin 2) (Fin 2) ℝ) - reduced ℝ k)
      = x • 1 - blockDiagonal (reduced ℝ) := by
    ext ⟨i, k⟩ ⟨j, l⟩
    by_cases hkl : k = l <;> simp [blockDiagonal_apply, one_apply, hkl]
  have hm : (x • 1 - H) * P = P * (x • 1 - blockDiagonal (reduced ℝ)) := by
    rw [sub_mul, mul_sub, reduction.1]
    simp
  have hd := congrArg det hm
  rw [det_mul, det_mul, ← hb, det_blockDiagonal, mul_comm P.det] at hd
  have e1 : x ^ 2 - 5/16 = (x - √5/4) * (x - -√5/4) := by linear_combination (1/16) * hs
  have e2 : x ^ 2 + 3/2 * x - 11/16 = (x - (-3/4 + √5/2)) * (x - (-3/4 - √5/2)) := by
    linear_combination (1/4) * hs
  have d : (x • 1 - reduced ℝ 0).det = x ^ 2 - x / 2 - 15/16 ∧
      (x • 1 - reduced ℝ 1).det = x ^ 2 - 5/16 ∧ (x • 1 - reduced ℝ 2).det = x ^ 2 - 5/16 ∧
      (x • 1 - reduced ℝ 3).det = x ^ 2 + 3/2 * x - 11/16 ∧
      (x • 1 - reduced ℝ 4).det = x ^ 2 + 3/2 * x - 11/16 := by
    refine ⟨?_, ?_, ?_, ?_, ?_⟩ <;> simp [det_fin_two, reduced] <;> ring
  rw [mul_right_cancel₀ reduction.2 hd, Fin.prod_univ_five]
  simp only [d, e1, e2]
  ring
```

A nonzero real ψ with Hψ = Eψ exists exactly when det(E − H) = 0, that is, when one factor vanishes. The eigenvalues are therefore 5/4, −3/4, ±√5/4 and −3/4 ± √5/2.

```lean
/-- The eigenvalues of the block are exactly these six numbers. -/
theorem eigenvalue_iff (E : ℝ) : (∃ v ≠ 0, H *ᵥ v = E • v) ↔ E = 5/4 ∨ E = -3/4 ∨
    E = √5/4 ∨ E = -√5/4 ∨ E = -3/4 + √5/2 ∨ E = -3/4 - √5/2 := by
  have key : ∀ v, (E • (1 : Matrix Idx Idx ℝ) - H) *ᵥ v = E • v - H *ᵥ v := fun v => by
    rw [sub_mulVec, smul_mulVec, one_mulVec]
  have h : (∃ v ≠ 0, H *ᵥ v = E • v) ↔ (E • (1 : Matrix Idx Idx ℝ) - H).det = 0 := by
    rw [← exists_mulVec_eq_zero_iff]
    simp only [key, sub_eq_zero]
    exact exists_congr fun v => and_congr_right fun _ => eq_comm
  rw [h, secular_det]
  simp only [mul_eq_zero, pow_eq_zero_iff (by norm_num : (2 : ℕ) ≠ 0), sub_eq_zero, or_assoc]
```

## The lowest level

Write ψ = Py, so that Hψ = E₀ψ becomes By = E₀y; set α = y(0, j) and β = y(1, j) within pair j. For j = 0, (2 + √5/2)α = 0 and (√5/2)β = 0 force both to vanish (`y0`, `y1`). For j = 1, 2, E₀α = 5β/4 and E₀β = α/4 give (4E₀² − 5/4)β = (6 + 3√5)β = 0, so both vanish again (`aux`). For j = 3, 4, the second row E₀β = α/2 − 3β/4 gives α = −√5 β, a contribution −βgⱼ. Conversely,

H gⱼ = −(3√5/4 + 5/2) vⱼ + (√5/2 + 3/4) wⱼ = E₀ gⱼ  for j = 3, 4.

So the real solutions are exactly a g₃ + b g₄ with real a, b.

```lean
/-- The solutions of H v = E0 v are the combinations of `ground 3` and `ground 4`. -/
theorem ground_space (v : Idx → ℝ) :
    H *ᵥ v = E0 • v ↔ ∃ a b : ℝ, a • ground 3 + b • ground 4 = v := by
  have hs : √5 ^ 2 = 5 := Real.sq_sqrt (by norm_num)
  have hp : 0 < √5 := by positivity
  have hu : IsUnit P.det := isUnit_iff_ne_zero.mpr reduction.2
  constructor
  · obtain ⟨y, rfl⟩ : ∃ y, P *ᵥ y = v :=
      ⟨P⁻¹ *ᵥ v, by rw [mulVec_mulVec, mul_nonsing_inv _ hu, one_mulVec]⟩
    intro h
    -- pass to the coordinates y, where H is block diagonal
    rw [mulVec_mulVec, reduction.1, ← mulVec_mulVec, ← mulVec_smul] at h
    have inj : ∀ a b, P *ᵥ a = P *ᵥ b → a = b := fun a b hab => by
      simpa [mulVec_mulVec, nonsing_inv_mul _ hu] using congrArg (P⁻¹ *ᵥ ·) hab
    have hy := inj _ _ h
    have comp : ∀ i k, (blockDiagonal (reduced ℝ) *ᵥ y) (i, k)
        = reduced ℝ k i 0 * y (0, k) + reduced ℝ k i 1 * y (1, k) := fun i k => by
      simp [mulVec, dotProduct, Fintype.sum_prod_type, blockDiagonal_apply, Fin.sum_univ_two]
    have c : ∀ z : Idx → ℝ,
        (∀ i k, z (i, k) = reduced ℝ k i 0 * y (0, k) + reduced ℝ k i 1 * y (1, k)) →
        z (0, 0) = 5/4 * y (0, 0) ∧ z (1, 0) = -3/4 * y (1, 0) ∧
        z (0, 1) = 5/4 * y (1, 1) ∧ z (1, 1) = 1/4 * y (0, 1) ∧
        z (0, 2) = 5/4 * y (1, 2) ∧ z (1, 2) = 1/4 * y (0, 2) ∧
        z (1, 3) = 1/2 * y (0, 3) + -3/4 * y (1, 3) ∧
        z (1, 4) = 1/2 * y (0, 4) + -3/4 * y (1, 4) := fun z hz => by simp [hz, reduced]
    have c' := c _ comp
    rw [hy] at c'
    simp only [Pi.smul_apply, smul_eq_mul, E0] at c'
    obtain ⟨c0, c1, c2, c3, c4, c5, c6, c7⟩ := c'
    have z : ∀ t a : ℝ, 0 < t → t * a = 0 → a = 0 := fun t a ht h =>
      (mul_eq_zero.mp h).resolve_left ht.ne'
    have aux : ∀ a b : ℝ, (-3/4 - √5/2) * a = 5/4 * b → (-3/4 - √5/2) * b = 1/4 * a →
        a = 0 ∧ b = 0 := fun a b h1 h2 => by
      have hb : b = 0 := z (6 + 3 * √5) b (by positivity)
        (by linear_combination h1 + 4 * (-3/4 - √5/2) * h2 - b * hs)
      exact ⟨by rw [hb] at h2; linarith, hb⟩
    have y0 := z (2 + √5/2) (y (0, 0)) (by positivity) (by linear_combination -c0)
    have y1 := z (√5/2) (y (1, 0)) (by positivity) (by linear_combination -c1)
    have y3 : y (0, 3) = -√5 * y (1, 3) := by linear_combination -2 * c6
    have y4 : y (0, 4) = -√5 * y (1, 4) := by linear_combination -2 * c7
    refine ⟨-y (1, 3), -y (1, 4), funext fun r => ?_⟩
    simp only [mulVec, dotProduct, Fintype.sum_prod_type, Fin.sum_univ_two, Fin.sum_univ_five,
      ground, Pi.add_apply, Pi.sub_apply, Pi.smul_apply, smul_eq_mul, transpose_apply,
      y0, y1, y3, y4, aux _ _ c2 c3, aux _ _ c4 c5]
    ring
  · rintro ⟨a, b, rfl⟩
    have col : ∀ i j r, (H *ᵥ Pᵀ (i, j)) r
        = P r (0, j) * reduced ℝ j 0 i + P r (1, j) * reduced ℝ j 1 i := fun i j r => by
      change (H * P) r (i, j) = _
      rw [reduction.1]
      simp [mul_apply, Fintype.sum_prod_type, blockDiagonal_apply, Fin.sum_univ_two]
    funext r
    simp [ground, mulVec_add, mulVec_smul, mulVec_sub, col, reduced, E0]
    linear_combination (a * P r (0, 3) / 2 + b * P r (0, 4) / 2) * hs
```

Explicitly,

g₃ = (√5 − 1, 2, 0, −2, 1 − √5; −√5 − 3, −√5 − 1, √5 + 1, √5 + 3, 0)

g₄ = (2, √5 − 3, 2 − 2√5, √5 − 3, 2; −2, √5 + 3, √5 + 3, −2, −2√5 − 2),

with unit vectors g₃/√(60 + 12√5) and g₄/√120. Since √5 > 0, E₀ lies at or below each of the six values. If a g₃ + b g₄ = 0, component (1, 4) gives b = 0 and component (1, 0) then gives a = 0. `ground_twofold` concludes that E₀ is the lowest eigenvalue of the block and that its eigenspace has dimension 2. An eigenspace dimension is stated for E₀ alone, and no comparison is made with the other S^z sectors.

```lean
/-- E0 is the lowest eigenvalue of the block and its eigenspace is two-dimensional. -/
theorem ground_twofold : (∀ E : ℝ, (∃ v ≠ 0, H *ᵥ v = E • v) → E0 ≤ E) ∧
    Module.finrank ℝ (Module.End.eigenspace (toLin' H) E0) = 2 := by
  have hp : 0 < √5 := by positivity
  refine ⟨fun E h => ?_, ?_⟩
  · rcases (eigenvalue_iff E).mp h with h | h | h | h | h | h <;> rw [h, E0] <;> linarith
  have hli : LinearIndependent ℝ ![ground 3, ground 4] := by
    refine LinearIndependent.pair_iff.mpr fun s t h => ?_
    have a1 : ground 3 (1, 4) = 0 := by simp [ground, P, modes]
    have a2 : ground 4 (1, 4) = -2 * √5 - 2 := by simp [ground, P, modes] <;> ring
    have a3 : ground 3 (1, 0) = -√5 - 3 := by simp [ground, P, modes] <;> ring
    have h1 := congrFun h (1, 4)
    have h2 := congrFun h (1, 0)
    simp only [Pi.add_apply, Pi.smul_apply, smul_eq_mul, Pi.zero_apply, a1, a2, a3,
      mul_zero, zero_add] at h1 h2
    have ht : t = 0 := (mul_eq_zero.mp h1).resolve_right (by intro h; linarith)
    rw [ht, zero_mul, add_zero] at h2
    exact ⟨(mul_eq_zero.mp h2).resolve_right (by intro h; linarith), ht⟩
  have he : Module.End.eigenspace (toLin' H) E0
      = Submodule.span ℝ (Set.range ![ground 3, ground 4]) := by
    ext v
    rw [Module.End.mem_eigenspace_iff, toLin'_apply, ground_space, range_cons_cons_empty,
      Submodule.mem_span_pair]
  rw [he, finrank_span_eq_card hli, Fintype.card_fin]
```

Total S⁺ takes ψ to a state with one down spin, at site m, with amplitude

ψ(0, m) + ψ(0, m − 1) + ψ(1, m) + ψ(1, m − 2).

This vanishes for v₃, w₃, v₄ and w₄; for v₃ at m = 0 it is 1 − 1 − 1 + 1. `q` checks all 32 components for these columns, and linearity extends the result to every solution of Hψ = E₀ψ.

```lean
/-- The total raising operator annihilates every solution of H v = E0 v. -/
theorem ground_raise (v : Idx → ℝ) (h : H *ᵥ v = E0 • v) : raise *ᵥ v = 0 := by
  obtain ⟨a, b, rfl⟩ := (ground_space v).mp h
  have q : ∀ j : Fin 5, 3 ≤ j → ∀ (i : Fin 2) s,
      ∑ c, total sp s (basis c) * modes c (i, j) = 0 := by decide +kernel
  have q' : ∀ j : Fin 5, 3 ≤ j → ∀ i, raise *ᵥ Pᵀ (i, j) = 0 := fun j hj i => by
    funext s
    simpa [raise, P, mulVec, dotProduct] using congrArg (Rat.cast : ℚ → ℝ) (q j hj i s)
  simp [ground, mulVec_add, mulVec_smul, mulVec_sub, q' 3 (by decide), q' 4 (by decide)]

end

end HeisenbergPentagon
```
```lean
#print axioms HeisenbergPentagon.sector
-- 'HeisenbergPentagon.sector' depends on axioms: [propext, Classical.choice, Quot.sound]
#print axioms HeisenbergPentagon.block_eq
-- 'HeisenbergPentagon.block_eq' depends on axioms: [propext, Classical.choice, Quot.sound]
#print axioms HeisenbergPentagon.ground_twofold
-- 'HeisenbergPentagon.ground_twofold' depends on axioms: [propext, Classical.choice, Quot.sound]
#print axioms HeisenbergPentagon.ground_raise
-- 'HeisenbergPentagon.ground_raise' depends on axioms: [propext, Classical.choice, Quot.sound]
```

In the usual reading, the total spin operator obeys S² = S⁻S⁺ + S^z(S^z + 1), which assigns 3/4 to a state with S⁺ψ = 0 and S^z = 1/2. Both states are then upper members of spin doublets and differ in their spatial form: g₃ is odd and g₄ even under the reflection k → −k. The isotropic H commutes with the total spin, so all members of a multiplet share one energy, and every half-integer multiplet has a member at S^z = 1/2, which would make E₀ the ground energy of the whole ring, fourfold once S^z = −1/2 is counted. This reading, the reflection parities and the two norms are argued on paper and are not among the Lean statements.
